# For U ≥ 0, filling exactly the orbitals with negative crystal field minimises the DFT+U model energy

The model has finitely many orbitals, each with a filling x between zero and one, and its energy is the sum of the terms (U/2)·x(1 − x) + e·x, where e is the crystal field of the orbital. The orbitals are not coupled to each other, and the total number of electrons is not fixed. The theorem says that for U ≥ 0 no admissible choice of fillings has a lower energy than the one that puts 1 in every orbital with e < 0 and 0 in all others. The proof compares the two energies orbital by orbital, notes that the U term is never negative, and then splits on the sign of e.

The failing Lean file:

```lean
import Mathlib

open Filter Topology

namespace DFTPlusUMinima

noncomputable section

variable {ι : Type*} [Fintype ι]

/-- The DFT+U model energy of one orbital with filling `x`, interaction `U` and
crystal field `e`. -/
def orbitalEnergy (U e x : ℝ) : ℝ := U / 2 * x * (1 - x) + e * x

/-- The DFT+U model energy of a set of orbitals with fillings `n`. -/
def energy (U : ℝ) (e n : ι → ℝ) : ℝ := ∑ i, orbitalEnergy U (e i) (n i)

/-- The admissible fillings: every orbital holds between zero and one electron. -/
def box (ι : Type*) : Set (ι → ℝ) := Set.Icc 0 1

/-- For `U ≥ 0`, filling exactly the orbitals with negative crystal field minimizes the
energy over all admissible fillings. -/
theorem aufbau_isMinOn {U : ℝ} (e : ι → ℝ) (hU : 0 ≤ U) :
    IsMinOn (energy U e) (box ι) (fun i => if e i < 0 then 1 else 0) := by
  refine isMinOn_iff.mpr fun m hm => Finset.sum_le_sum fun i _ => ?_
  have h0 : 0 ≤ m i := hm.1 i
  have h1 : 0 ≤ 1 - m i := sub_nonneg.mpr (hm.2 i)
  have hpen : 0 ≤ U / 2 * m i * (1 - m i) := by positivity
  unfold orbitalEnergy
  split_ifs with hi
  · nlinarith [mul_nonneg (neg_nonneg.mpr hi.le) h1]
  · nlinarith [mul_nonneg (not_lt.mp hi) h0]

end

end DFTPlusUMinima
```

The compiler's answer:

```
Main.lean:30:2: error: Tactic `split_ifs` failed: no if-then-else conditions to split

ι : Type u_1
inst✝ : Fintype ι
U : ℝ
e : ι → ℝ
hU : 0 ≤ U
m : ι → ℝ
hm : m ∈ box ι
i : ι
x✝ : i ∈ Finset.univ
h0 : 0 ≤ m i
h1 : 0 ≤ 1 - m i
hpen : 0 ≤ U / 2 * m i * (1 - m i)
⊢ U / 2 * (fun i => if e i < 0 then 1 else 0) i * (1 - (fun i => if e i < 0 then 1 else 0) i) +
      e i * (fun i => if e i < 0 then 1 else 0) i ≤
    U / 2 * m i * (1 - m i) + e i * m i
```

Diagnosis. `split_ifs` reports that it finds no if-then-else condition to split, although the goal visibly contains `if e i < 0 then 1 else 0`. Each of these stands inside a function that has not yet been applied: the goal has `(fun i => if e i < 0 then 1 else 0) i`. There the `i` in the condition is the function's own bound variable, not the orbital `i` of the context, so `split_ifs` has no condition it can decide by cases. `unfold orbitalEnergy` put the filling into the energy formula but left these applications as they were.

The added `beta_reduce` carries them out, which turns each into `if e i < 0 then 1 else 0` with the `i` of the context. `split_ifs with hi` can then split on `e i < 0`, and the two `nlinarith` calls close the resulting cases unchanged.

The change, after which it compiles:

```diff
@@ -28,4 +28,5 @@
   have hpen : 0 ≤ U / 2 * m i * (1 - m i) := by positivity
   unfold orbitalEnergy
+  beta_reduce
   split_ifs with hi
   · nlinarith [mul_nonneg (neg_nonneg.mpr hi.le) h1]
```
